# A unitary matrix diagonalises the spin-1/2 operator u·S, with diagonal entries ±‖u‖/2 in units of ħ

The theorem `spinAlong_diagonalised` concerns a single spin 1/2 and the operator u·S, where u is any real three-dimensional vector, zero included, and spin is measured in units of ħ. It states that there is a 2×2 unitary matrix U with (u·S)U = UD, where D is diagonal with entries +‖u‖/2 and −‖u‖/2, in that order; for a unit vector these are +1/2 and −1/2. The proof writes r for ‖u‖ and x, y, z for the components of u, and splits on whether r + z = 0. If it is, the proof shows that x and y vanish and takes for U the matrix that swaps the two basis states; otherwise it takes a normalised multiple of the matrix u·σ + ‖u‖σ_z, where σ denotes the Pauli matrices.

In Lean, a first try:

```lean
import Mathlib

open Matrix Polynomial
open scoped Kronecker

namespace CrossedFieldsShellTwo

noncomputable section

/-- Real three-dimensional field vectors with the Euclidean length. -/
abbrev Vec := EuclideanSpace ℝ (Fin 3)

/-- The three Cartesian components of a spin 1/2, in units of ħ. -/
def S : Fin 3 → Matrix (Fin 2) (Fin 2) ℂ :=
  ![!![0, 1 / 2; 1 / 2, 0], !![0, -Complex.I / 2; Complex.I / 2, 0], !![1 / 2, 0; 0, -1 / 2]]

/-- The component `u·S` of a single spin 1/2 along a real vector `u`. -/
def spinAlong (u : Vec) : Matrix (Fin 2) (Fin 2) ℂ := ∑ i, (u i : ℂ) • S i

/-- The two signs, `+1` and `-1`. -/
def sgn : Fin 2 → ℝ := ![1, -1]

/-- The matrix of `u·S` written out in Cartesian components. -/
theorem spinAlong_eq (u : Vec) :
    spinAlong u = !![(u 2 : ℂ) / 2, ((u 0 : ℂ) - Complex.I * (u 1 : ℂ)) / 2;
      ((u 0 : ℂ) + Complex.I * (u 1 : ℂ)) / 2, -(u 2 : ℂ) / 2] := by
  ext i j
  fin_cases i <;> fin_cases j <;> simp [spinAlong, S, Fin.sum_univ_three] <;> ring

/-- A unitary change of basis brings `u·S` to diagonal form with entries `±‖u‖/2`. -/
theorem spinAlong_diagonalised (u : Vec) :
    ∃ U ∈ Matrix.unitaryGroup (Fin 2) ℂ,
      spinAlong u * U = U * diagonal (fun s => ((sgn s * ‖u‖ / 2 : ℝ) : ℂ)) := by
  have ext2 : ∀ {a b c d a' b' c' d' : ℂ}, a = a' → b = b' → c = c' → d = d' →
      !![a, b; c, d] = !![a', b'; c', d'] := by
    intro a b c d a' b' c' d' h1 h2 h3 h4
    rw [h1, h2, h3, h4]
  have hD : diagonal (fun s => ((sgn s * ‖u‖ / 2 : ℝ) : ℂ))
      = !![(‖u‖ : ℂ) / 2, 0; 0, -(‖u‖ : ℂ) / 2] := by
    ext i j
    fin_cases i <;> fin_cases j <;> simp [sgn]
  have hr : ‖u‖ ^ 2 = u 0 ^ 2 + u 1 ^ 2 + u 2 ^ 2 := by
    rw [EuclideanSpace.norm_sq_eq, Fin.sum_univ_three]
    simp only [Real.norm_eq_abs, sq_abs]
  rw [spinAlong_eq, hD]
  generalize ‖u‖ = r at hr ⊢
  generalize u 0 = x at hr ⊢
  generalize u 1 = y at hr ⊢
  generalize u 2 = z at hr ⊢
  by_cases h : r + z = 0
  · -- the field points along the negative z axis: flip the spin
    have hx : x = 0 := by nlinarith [sq_nonneg x, sq_nonneg y]
    have hy : y = 0 := by nlinarith [sq_nonneg x, sq_nonneg y]
    have hz : (r : ℂ) + (z : ℂ) = 0 := by exact_mod_cast h
    refine ⟨!![0, 1; 1, 0], ?_, ?_⟩
    · rw [Matrix.mem_unitaryGroup_iff]
      ext i j
      fin_cases i <;> fin_cases j <;> simp [Matrix.mul_apply, Fin.sum_univ_two]
    · rw [hx, hy, Matrix.mul_fin_two, Matrix.mul_fin_two, Complex.ofReal_zero]
      refine ext2 ?_ ?_ ?_ ?_
      · ring
      · linear_combination hz / 2
      · linear_combination -hz / 2
      · ring
  · -- otherwise normalise the matrix u·σ + ‖u‖ σ_z
    have hM : 0 < (r + z) ^ 2 + x ^ 2 + y ^ 2 := by positivity
    obtain ⟨c, hc⟩ : ∃ c : ℝ, c ^ 2 * ((r + z) ^ 2 + x ^ 2 + y ^ 2) = 1 := by
      refine ⟨(Real.sqrt ((r + z) ^ 2 + x ^ 2 + y ^ 2))⁻¹, ?_⟩
      rw [inv_pow, Real.sq_sqrt hM.le, inv_mul_cancel₀ hM.ne']
    have hcC : (c : ℂ) ^ 2 * (((r : ℂ) + z) ^ 2 + (x : ℂ) ^ 2 + (y : ℂ) ^ 2) = 1 := by
      exact_mod_cast hc
    have hrC : (r : ℂ) ^ 2 = (x : ℂ) ^ 2 + (y : ℂ) ^ 2 + (z : ℂ) ^ 2 := by
      exact_mod_cast hr
    refine ⟨!![(c : ℂ) * (r + z), c * (x - Complex.I * y);
      c * (x + Complex.I * y), -(c * (r + z))], ?_, ?_⟩
    · have hstar : star !![(c : ℂ) * (r + z), c * (x - Complex.I * y);
          c * (x + Complex.I * y), -(c * (r + z))]
          = !![(c : ℂ) * (r + z), c * (x - Complex.I * y);
          c * (x + Complex.I * y), -(c * (r + z))] := by
        ext i j
        fin_cases i <;> fin_cases j <;> simp [Matrix.star_apply, sub_eq_add_neg]
      rw [Matrix.mem_unitaryGroup_iff, hstar, Matrix.mul_fin_two, Matrix.one_fin_two]
      refine ext2 ?_ ?_ ?_ ?_
      · linear_combination hcC - (c : ℂ) ^ 2 * (y : ℂ) ^ 2 * Complex.I_sq
      · ring
      · ring
      · linear_combination hcC - (c : ℂ) ^ 2 * (y : ℂ) ^ 2 * Complex.I_sq
    · rw [Matrix.mul_fin_two, Matrix.mul_fin_two]
      refine ext2 ?_ ?_ ?_ ?_
      · linear_combination -(c : ℂ) / 2 * hrC - (c : ℂ) / 2 * (y : ℂ) ^ 2 * Complex.I_sq
      · ring
      · ring
      · linear_combination -(c : ℂ) / 2 * hrC - (c : ℂ) / 2 * (y : ℂ) ^ 2 * Complex.I_sq

end

end CrossedFieldsShellTwo
```

Messages:

```
Main.lean:52:26: error: linarith failed to find a contradiction
case h1
u : Vec
ext2 : ∀ {a b c d a' b' c' d' : ℂ}, a = a' → b = b' → c = c' → d = d' → !![a, b; c, d] = !![a', b'; c', d']
hD : (diagonal fun s => ↑(sgn s * ‖u‖ / 2)) = !![↑‖u‖ / 2, 0; 0, -↑‖u‖ / 2]
r x y z : ℝ
hr : r ^ 2 = x ^ 2 + y ^ 2 + z ^ 2
h : r + z = 0
a✝ : x < 0
⊢ False
failed
Main.lean:53:26: error: linarith failed to find a contradiction
case h1
u : Vec
ext2 : ∀ {a b c d a' b' c' d' : ℂ}, a = a' → b = b' → c = c' → d = d' → !![a, b; c, d] = !![a', b'; c', d']
hD : (diagonal fun s => ↑(sgn s * ‖u‖ / 2)) = !![↑‖u‖ / 2, 0; 0, -↑‖u‖ / 2]
r x y z : ℝ
hr : r ^ 2 = x ^ 2 + y ^ 2 + z ^ 2
h : r + z = 0
hx : x = 0
a✝ : y < 0
⊢ False
failed
```

What went wrong. Both messages come from the case r + z = 0, where `nlinarith` had to prove x = 0 and then y = 0. To prove an equality it refutes the two strict inequalities, and each time it failed on the first, x < 0 or y < 0.

The facts do suffice, but the argument needs `h : r + z = 0` multiplied by r − z, which gives r² = z² and so, by `hr`, x² + y² = 0. `nlinarith` multiplies together hypotheses, supplied terms and the negated goal, and none of these provides the factor r − z. Squaring `h` gives r² + 2rz + z² = 0, which leaves an unwanted rz term.

The repair supplies the factor by hand: `linear_combination (r - z) * h - hr` proves `hxy : x ^ 2 + y ^ 2 = 0`. Since both squares are nonnegative, `linarith` then gets x² = 0 and y² = 0 by linear reasoning alone, and `pow_eq_zero_iff` turns these into x = 0 and y = 0. The reworded comment, which now admits the zero vector, does not affect compilation.

Fix (accepted with no message):

```diff
@@ -49,7 +49,10 @@
   generalize u 2 = z at hr ⊢
   by_cases h : r + z = 0
-  · -- the field points along the negative z axis: flip the spin
-    have hx : x = 0 := by nlinarith [sq_nonneg x, sq_nonneg y]
-    have hy : y = 0 := by nlinarith [sq_nonneg x, sq_nonneg y]
+  · -- the field is zero or points along the negative z axis: flip the spin
+    have hxy : x ^ 2 + y ^ 2 = 0 := by linear_combination (r - z) * h - hr
+    have hx : x = 0 :=
+      (pow_eq_zero_iff two_ne_zero).mp (by linarith [sq_nonneg x, sq_nonneg y])
+    have hy : y = 0 :=
+      (pow_eq_zero_iff two_ne_zero).mp (by linarith [sq_nonneg x, sq_nonneg y])
     have hz : (r : ℂ) + (z : ℂ) = 0 := by exact_mod_cast h
     refine ⟨!![0, 1; 1, 0], ?_, ?_⟩
```
